# A Schwarz bound on the opposite-spin MP2 energy from diagonal integrals

## Definitions and conventions

Take real canonical Hartree–Fock orbitals from a closed-shell reference. An excitation $m=ia$ moves an electron from occupied orbital $i$ to virtual orbital $a$. Its excitation energy here means the zeroth-order one, the orbital energy difference $d_m=\varepsilon_a-\varepsilon_i>0$. The two-electron integrals, in charge-density order, form a matrix $M_{mn}=(ia|jb)$ with $n=jb$. For a finite set $S$ of excitations, the opposite-spin MP2 energy and the diagonal weights are

$$E_S=-\sum_{m,n\in S}\frac{M_{mn}^2}{d_m+d_n},\qquad w_m=\frac{M_{mm}}{\sqrt{d_m}},\qquad W_S=\sum_{m\in S}w_m .$$

The matrix $M$ is assumed positive semidefinite. Physically, $\sum_{mn}c_mc_nM_{mn}$ is twice the electrostatic self-energy of the charge density $\sum_m c_m\varphi_i\varphi_a$, which is never negative.

## The bound, pair by pair

The principal minor of $M$ belonging to $m$ and $n$ is non-negative, and $M$ is symmetric, so

$$M_{mn}^2\le M_{mm}M_{nn}.$$

Expanding $(\sqrt{d_m}-\sqrt{d_n})^2\ge0$ gives $d_m+d_n\ge2\sqrt{d_md_n}$. Together,

$$\frac{M_{mn}^2}{d_m+d_n}\le\frac{M_{mm}M_{nn}}{2\sqrt{d_md_n}}=\tfrac12w_mw_n .$$

Summing over all pairs in $S$ yields $|E_S|\le\tfrac12W_S^2$. Within this second-order model, the diagonal integrals and the orbital energy differences together give an upper limit on the magnitude of the opposite-spin correlation energy, and no off-diagonal integral enters that limit.

## When equality holds

If a pair attains its bound, cross-multiplication gives $M_{mn}^2\,2\sqrt{d_md_n}=M_{mm}M_{nn}(d_m+d_n)$, or equivalently

$$(M_{mm}M_{nn}-M_{mn}^2)\,2\sqrt{d_md_n}+M_{mm}M_{nn}(\sqrt{d_m}-\sqrt{d_n})^2=0 .$$

Both terms are non-negative, so both vanish: the Schwarz inequality is saturated and, if both diagonal integrals are nonzero, $d_m=d_n$. Conversely, these conditions give equality. The total bound is attained exactly when every pair in $S$ attains its own.

## Screening and factorised integrals

For $S\subseteq T$, the difference $E_T-E_S$ contains only the pairs not wholly inside $S$. Bounding each of them gives

$$|E_T-E_S|\le\tfrac12\left(W_T^2-W_S^2\right).$$

If the integrals are factorised through an auxiliary basis, $M=B^{\mathsf T}B$, then $c^{\mathsf T}Mc=\|Bc\|^2\ge0$, and positivity needs no separate assumption. With every occupied level below every virtual level, the bound reads

$$\sum_{iajb}\frac{M_{ia,jb}^2}{\varepsilon_a-\varepsilon_i+\varepsilon_b-\varepsilon_j}\le\frac12\left(\sum_{ia}\frac{\sum_pB_{p,ia}^2}{\sqrt{\varepsilon_a-\varepsilon_i}}\right)^2 .$$

## Unrestricted orbitals

The same argument treats an unrestricted reference. Let $M$ cover the excitations of both spins, and sum the pair bound over $m$ in the $\alpha$ set and $n$ in the $\beta$ set: the opposite-spin energy then has magnitude at most $\tfrac12W_\alpha W_\beta$. This variant is not stated in the code below.

## The statements in Lean

The type `ι` labels excitations, `M : Matrix ι ι ℝ` holds the integrals, and the finite set `S` selects those included. The hypothesis `hM : M.PosSemidef` is the electrostatic positivity, and `hd` makes every excitation energy positive. `osEnergy` is $E_S$, with its minus sign and ordered pairs, and `diagWeight` is $w_m$.

`abs_osEnergy_le` is the main bound, `abs_osEnergy_eq_iff` its equality condition and `screening_error` the truncation estimate, with `M` and `d` held fixed. In `factorised_bound`, `o`, `v` and `P` label occupied, virtual and auxiliary functions, and `gap` orders the levels. The integrals themselves are not constructed from orbitals, and neither same-spin terms nor the error of a factorisation is treated.

```lean
import Mathlib

open Matrix

namespace OppositeSpinMP2

noncomputable section

variable {ι : Type*}

/-- The opposite-spin MP2 energy from the excitations in `S`, with integrals `M m n` and
excitation energies `d m`. -/
def osEnergy (M : Matrix ι ι ℝ) (d : ι → ℝ) (S : Finset ι) : ℝ :=
  -∑ m ∈ S, ∑ n ∈ S, M m n ^ 2 / (d m + d n)

/-- The diagonal weight of an excitation: its diagonal integral over the square root of its
excitation energy. -/
def diagWeight (M : Matrix ι ι ℝ) (d : ι → ℝ) (m : ι) : ℝ :=
  M m m / √(d m)

/-- Schwarz inequality for the integrals: the squared coupling of two excitations is at most the
product of their diagonal integrals. -/
theorem integral_schwarz {M : Matrix ι ι ℝ} (hM : M.PosSemidef) (m n : ι) :
    M m n ^ 2 ≤ M m m * M n n := by
  -- the principal minor belonging to `m` and `n` is non-negative
  have h : 0 ≤ M m m * M n n - M m n * M n m := by
    have hdet := (hM.submatrix ![m, n]).det_nonneg
    rw [Matrix.det_fin_two] at hdet
    exact hdet
  have hs : M n m = M m n := by simpa using hM.isHermitian.apply m n
  rw [hs] at h
  rw [sq]
  linarith

/-- The magnitude of each pair contribution to the energy is at most half the product of the two
diagonal weights. -/
theorem pair_bound {M : Matrix ι ι ℝ} (hM : M.PosSemidef) {d : ι → ℝ} (hd : ∀ m, 0 < d m)
    (m n : ι) :
    M m n ^ 2 / (d m + d n) ≤ 1 / 2 * (diagWeight M d m * diagWeight M d n) := by
  have ha : 0 < √(d m) := Real.sqrt_pos.2 (hd m)
  have hb : 0 < √(d n) := Real.sqrt_pos.2 (hd n)
  have ea : √(d m) ^ 2 = d m := Real.sq_sqrt (hd m).le
  have eb : √(d n) ^ 2 = d n := Real.sq_sqrt (hd n).le
  have hs := integral_schwarz hM m n
  -- arithmetic-geometric mean inequality for the denominator
  have hden : 2 * (√(d m) * √(d n)) ≤ d m + d n := by
    linarith [sq_nonneg (√(d m) - √(d n)), sub_sq (√(d m)) (√(d n))]
  calc M m n ^ 2 / (d m + d n)
      ≤ (M m m * M n n) / (2 * (√(d m) * √(d n))) :=
        div_le_div₀ ((sq_nonneg _).trans hs) hs (mul_pos two_pos (mul_pos ha hb)) hden
    _ = 1 / 2 * (diagWeight M d m * diagWeight M d n) := by
        unfold diagWeight
        ring

/-- Half the square of a sum of weights, written as a sum over pairs. -/
theorem half_sq_sum (S : Finset ι) (w : ι → ℝ) :
    1 / 2 * (∑ m ∈ S, w m) ^ 2 = ∑ m ∈ S, ∑ n ∈ S, 1 / 2 * (w m * w n) := by
  rw [sq, Finset.sum_mul_sum, Finset.mul_sum]
  exact Finset.sum_congr rfl fun m _ => Finset.mul_sum _ _ _

/-- The magnitude of the opposite-spin MP2 energy is at most half the square of the summed
diagonal weights. -/
theorem abs_osEnergy_le {M : Matrix ι ι ℝ} (hM : M.PosSemidef) {d : ι → ℝ}
    (hd : ∀ m, 0 < d m) (S : Finset ι) :
    |osEnergy M d S| ≤ 1 / 2 * (∑ m ∈ S, M m m / √(d m)) ^ 2 := by
  have h0 : 0 ≤ ∑ m ∈ S, ∑ n ∈ S, M m n ^ 2 / (d m + d n) :=
    Finset.sum_nonneg fun m _ => Finset.sum_nonneg fun n _ =>
      div_nonneg (sq_nonneg _) (add_pos (hd m) (hd n)).le
  rw [osEnergy, abs_neg, abs_of_nonneg h0, half_sq_sum]
  exact Finset.sum_le_sum fun m _ => Finset.sum_le_sum fun n _ => pair_bound hM hd m n

/-- A pair attains its bound exactly when its Schwarz inequality is an equality and, if both
diagonal integrals are nonzero, the two excitation energies agree. -/
theorem pair_eq_iff {M : Matrix ι ι ℝ} (hM : M.PosSemidef) {d : ι → ℝ} (hd : ∀ m, 0 < d m)
    (m n : ι) :
    M m n ^ 2 / (d m + d n) = 1 / 2 * (diagWeight M d m * diagWeight M d n) ↔
      M m n ^ 2 = M m m * M n n ∧ (M m m ≠ 0 → M n n ≠ 0 → d m = d n) := by
  have ha : 0 < √(d m) := Real.sqrt_pos.2 (hd m)
  have hb : 0 < √(d n) := Real.sqrt_pos.2 (hd n)
  have ea : √(d m) ^ 2 = d m := Real.sq_sqrt (hd m).le
  have eb : √(d n) ^ 2 = d n := Real.sq_sqrt (hd n).le
  have hs := integral_schwarz hM m n
  have hab : 0 < 2 * (√(d m) * √(d n)) := mul_pos two_pos (mul_pos ha hb)
  have hw : 1 / 2 * (diagWeight M d m * diagWeight M d n)
      = (M m m * M n n) / (2 * (√(d m) * √(d n))) := by
    unfold diagWeight
    ring
  rw [hw, div_eq_div_iff (add_pos (hd m) (hd n)).ne' hab.ne']
  constructor
  · intro h
    -- the gap is a sum of two non-negative terms, so both vanish
    have h1 : 0 ≤ (M m m * M n n - M m n ^ 2) * (2 * (√(d m) * √(d n))) :=
      mul_nonneg (sub_nonneg.2 hs) hab.le
    have h2 : 0 ≤ M m m * M n n * (√(d m) - √(d n)) ^ 2 :=
      mul_nonneg ((sq_nonneg _).trans hs) (sq_nonneg _)
    have h3 : (M m m * M n n - M m n ^ 2) * (2 * (√(d m) * √(d n)))
        + M m m * M n n * (√(d m) - √(d n)) ^ 2 = 0 := by
      linear_combination (M m m * M n n) * ea + (M m m * M n n) * eb - h
    have h4 : (M m m * M n n - M m n ^ 2) * (2 * (√(d m) * √(d n))) = 0 := by linarith
    have h5 : M m m * M n n * (√(d m) - √(d n)) ^ 2 = 0 := by linarith
    refine ⟨?_, fun hx hy => ?_⟩
    · have h6 := (mul_eq_zero.1 h4).resolve_right hab.ne'
      linarith
    · have h6 := (mul_eq_zero.1 h5).resolve_left (mul_ne_zero hx hy)
      have h7 : √(d m) - √(d n) = 0 := (pow_eq_zero_iff two_ne_zero).1 h6
      linear_combination (√(d m) + √(d n)) * h7 - ea + eb
  · rintro ⟨h1, h2⟩
    rw [h1]
    by_cases hx : M m m = 0
    · simp [hx]
    by_cases hy : M n n = 0
    · simp [hy]
    rw [h2 hx hy]
    linear_combination (2 * (M m m * M n n)) * eb

/-- The energy bound is an equality exactly when all Schwarz inequalities in `S` are equalities
and all excitations in `S` with nonzero diagonal integral have the same excitation energy. -/
theorem abs_osEnergy_eq_iff {M : Matrix ι ι ℝ} (hM : M.PosSemidef) {d : ι → ℝ}
    (hd : ∀ m, 0 < d m) (S : Finset ι) :
    |osEnergy M d S| = 1 / 2 * (∑ m ∈ S, diagWeight M d m) ^ 2 ↔
      ∀ m ∈ S, ∀ n ∈ S,
        M m n ^ 2 = M m m * M n n ∧ (M m m ≠ 0 → M n n ≠ 0 → d m = d n) := by
  have h0 : 0 ≤ ∑ m ∈ S, ∑ n ∈ S, M m n ^ 2 / (d m + d n) :=
    Finset.sum_nonneg fun m _ => Finset.sum_nonneg fun n _ =>
      div_nonneg (sq_nonneg _) (add_pos (hd m) (hd n)).le
  rw [osEnergy, abs_neg, abs_of_nonneg h0, half_sq_sum,
    Finset.sum_eq_sum_iff_of_le fun m _ => Finset.sum_le_sum fun n _ => pair_bound hM hd m n]
  refine forall₂_congr fun m _ => ?_
  rw [Finset.sum_eq_sum_iff_of_le fun n _ => pair_bound hM hd m n]
  exact forall₂_congr fun n _ => pair_eq_iff hM hd m n

/-- A sum of non-negative pair terms does not decrease when the set of excitations grows. -/
theorem pair_sum_mono {S T : Finset ι} (hST : S ⊆ T) (f : ι → ι → ℝ)
    (hf : ∀ m n, 0 ≤ f m n) :
    ∑ m ∈ S, ∑ n ∈ S, f m n ≤ ∑ m ∈ T, ∑ n ∈ T, f m n :=
  (Finset.sum_le_sum fun m _ =>
    Finset.sum_le_sum_of_subset_of_nonneg hST fun n _ _ => hf m n).trans
  (Finset.sum_le_sum_of_subset_of_nonneg hST fun m _ _ =>
    Finset.sum_nonneg fun n _ => hf m n)

/-- Screening bound: reducing the excitations from `T` to `S` changes the energy by at most half
the difference of the squared sums of diagonal weights. -/
theorem screening_error {M : Matrix ι ι ℝ} (hM : M.PosSemidef) {d : ι → ℝ}
    (hd : ∀ m, 0 < d m) {S T : Finset ι} (hST : S ⊆ T) :
    |osEnergy M d T - osEnergy M d S| ≤
      1 / 2 * ((∑ m ∈ T, diagWeight M d m) ^ 2 - (∑ m ∈ S, diagWeight M d m) ^ 2) := by
  have h1 := pair_sum_mono hST (fun m n => M m n ^ 2 / (d m + d n))
    fun m n => div_nonneg (sq_nonneg _) (add_pos (hd m) (hd n)).le
  -- the slack in the pair bound also grows with the set of excitations
  have h2 := pair_sum_mono hST
    (fun m n => 1 / 2 * (diagWeight M d m * diagWeight M d n) - M m n ^ 2 / (d m + d n))
    fun m n => sub_nonneg.2 (pair_bound hM hd m n)
  simp only [Finset.sum_sub_distrib] at h2
  have eS := half_sq_sum S (diagWeight M d)
  have eT := half_sq_sum T (diagWeight M d)
  unfold osEnergy
  rw [abs_le]
  constructor <;> linarith

/-- The bound in orbital form, for integrals factorised through an auxiliary basis and occupied
levels `eo` lying below all virtual levels `ev`. -/
theorem factorised_bound {o v P : Type*} [Fintype o] [Fintype v] [Fintype P]
    (B : Matrix P (o × v) ℝ) (eo : o → ℝ) (ev : v → ℝ) (gap : ∀ i a, eo i < ev a) :
    ∑ i, ∑ a, ∑ j, ∑ b,
        (∑ p, B p (i, a) * B p (j, b)) ^ 2 / ((ev a - eo i) + (ev b - eo j)) ≤
      1 / 2 * (∑ i, ∑ a, (∑ p, B p (i, a) * B p (i, a)) / √(ev a - eo i)) ^ 2 := by
  have h := abs_osEnergy_le (Matrix.posSemidef_conjTranspose_mul_self B)
    (d := fun x : o × v => ev x.2 - eo x.1) (fun x => sub_pos.2 (gap x.1 x.2)) Finset.univ
  simp only [osEnergy, abs_neg, Fintype.sum_prod_type, Matrix.mul_apply,
    Matrix.conjTranspose_apply, star_trivial] at h
  exact (le_abs_self _).trans h

end

end OppositeSpinMP2
```

```lean
#print axioms OppositeSpinMP2.abs_osEnergy_eq_iff
#print axioms OppositeSpinMP2.screening_error
#print axioms OppositeSpinMP2.factorised_bound
```

```
'OppositeSpinMP2.abs_osEnergy_eq_iff' depends on axioms: [propext, Classical.choice, Quot.sound]
'OppositeSpinMP2.screening_error' depends on axioms: [propext, Classical.choice, Quot.sound]
'OppositeSpinMP2.factorised_bound' depends on axioms: [propext, Classical.choice, Quot.sound]
```

## How the proof runs

`integral_schwarz` takes the submatrix on `![m, n]`, whose determinant is non-negative, and uses symmetry. For $m=n$ the rows repeat and the inequality is an equality. `pair_bound` proves the denominator estimate as `hden`, then compares the fractions by `div_le_div₀`. `half_sq_sum` expands $\tfrac12W_S^2$ over pairs, so `abs_osEnergy_le` can compare the sums term by term.

In `pair_eq_iff`, `h3` is the vanishing sum displayed above, and `h4` and `h5` extract its two terms. The converse treats zero diagonal integrals separately. `abs_osEnergy_eq_iff` applies `Finset.sum_eq_sum_iff_of_le` to the outer and then the inner sum: termwise ordered sums agree only if all their terms agree.

`screening_error` uses `pair_sum_mono` twice. Applied to the pair energies, it shows that $|E|$ does not decrease from $S$ to $T$; applied to the slack $\tfrac12w_mw_n-M_{mn}^2/(d_m+d_n)$, it limits the increase. Finally, `factorised_bound` inserts $B^{\mathsf T}B$ into the main theorem and writes the sums over excitations as sums over orbitals.
